# Planar relations for centrifugal distortion constants from a harmonic force field

When the centrifugal distortion constants $\tau_{sstt}$ of a non-linear planar molecule are computed from a harmonic force field, two linear systems are enough for all six of them. Let $F$ be the force-constant matrix and $J_s$ the vector of derivatives of the moment of inertia about axis $s$, with $a,b$ in the molecular plane and $c$ perpendicular to it. One solves $Fx_a=J_a$ and $Fx_b=J_b$, and forms $J_a^Tx_a$, $J_a^Tx_b$ and $J_b^Tx_b$. These give $\tau_{aaaa}$, $\tau_{aabb}$ and $\tau_{bbbb}$, and the constants containing $c$ follow from the ratios of the rotational constants $A,B,C$ of the reference geometry. This step rests on $J_c=J_a+J_b$. Throughout, $F$ is taken to be positive definite, so the reference geometry is a strict minimum in non-redundant internal coordinates.

## Inertia, force and energy

```lean
import Mathlib

open Matrix

namespace PlanarCentrifugalDistortion

noncomputable section

variable {n ι : Type*} [Fintype n] [DecidableEq n] [Fintype ι]
```

The finite type `n` labels the internal coordinates, and `ι` labels the point masses.

```lean
/-- Moment of inertia about Cartesian axis `s` of point masses `m i` at positions `r i`. -/
def inertia (m : ι → ℝ) (r : ι → Fin 3 → ℝ) (s : Fin 3) : ℝ :=
  ∑ i, m i * ((∑ k, r i k ^ 2) - r i s ^ 2)
```

This is $I_s=\sum_i m_i(|r_i|^2-r_{is}^2)$. The indices 0, 1, 2 stand for $x,y,z$ and also for $a,b,c$. For a molecule, the origin is kept at the centre of mass, and the axes are principal axes at the reference geometry.

```lean
/-- The distortion constant `tau_sstt`, from the force constants `F`, the rotational constants
`R s` (inverse moments of inertia, with `ħ = 1`) and the inertia derivatives `J s`.
The matrix `F` is to be invertible. -/
def tau (F : Matrix n n ℝ) (R : Fin 3 → ℝ) (J : Fin 3 → n → ℝ) (s t : Fin 3) : ℝ :=
  -(1 / 2) * R s ^ 2 * R t ^ 2 * (J s ⬝ᵥ F⁻¹ *ᵥ J t)
```

In ordinary notation,
$$\tau_{sstt}=-\tfrac12R_s^2R_t^2\,J_s^TF^{-1}J_t .$$
The symbol `⬝ᵥ` is the dot product and `*ᵥ` applies a matrix to a vector. Here $R_s=1/I_s$, with $\hbar=1$. The usual rotational constants, defined by the rotational energy $AP_a^2+BP_b^2+CP_c^2$, are half of these: $(A,B,C)=\tfrac12(R_0,R_1,R_2)$. The Lean comments call $R_s$ itself a rotational constant. The factor cancels in the ratios used below, but the formula for $\tau_{sstt}$ needs $R_s=1/I_s$. The definition accepts any numbers `R` and vectors `J`, and their physical meaning comes from the choice made for them.

```lean
/-- The part of the centrifugal force on the internal coordinates at angular momentum `P` that comes
from the derivatives `J s` of the moments of inertia, with `R s` the inverse moments. -/
def centrifugalForce (R : Fin 3 → ℝ) (J : Fin 3 → n → ℝ) (P : Fin 3 → ℝ) : n → ℝ :=
  ∑ s, (1 / 2 * R s ^ 2 * P s ^ 2) • J s
```

For angular momentum components $P_s$, this part of the force is $f=\sum_s\tfrac12R_s^2P_s^2J_s$.

```lean
/-- Harmonic energy of a displacement `q` minus the work done by the constant force
`centrifugalForce R J P`. -/
def distortionEnergy (F : Matrix n n ℝ) (R : Fin 3 → ℝ) (J : Fin 3 → n → ℝ)
    (P : Fin 3 → ℝ) (q : n → ℝ) : ℝ :=
  1 / 2 * (q ⬝ᵥ F *ᵥ q) - centrifugalForce R J P ⬝ᵥ q
```

For a displacement $q$, the energy is $E(q)=\tfrac12q^TFq-f^Tq$. The potential is harmonic, the force is held at its reference value, and the $P_s$ are classical numbers. Derivatives of the products of inertia are left out, and with them constants such as $\tau_{abab}$.

## Where the force and the planar condition come from

```lean
/-- The slope of the rotational energy `P² / (2 I)` along a coordinate on which the non-zero
moment of inertia `I` depends with slope `j`. -/
theorem hasDerivAt_rotationalEnergy {I : ℝ → ℝ} {q j : ℝ} (P : ℝ)
    (hI : HasDerivAt I j q) (h0 : I q ≠ 0) :
    HasDerivAt (fun x => P ^ 2 / (2 * I x)) (-(1 / 2 * (1 / I q) ^ 2 * P ^ 2 * j)) q :=
  ((hasDerivAt_const q (P ^ 2)).fun_div (hI.const_mul 2)
    (mul_ne_zero two_ne_zero h0)).congr_deriv (by ring)
```

`HasDerivAt g d x` says that $g$ has derivative $d$ at $x$. At fixed $P$, the chain rule gives
$$\frac{d}{dq}\frac{P^2}{2I}=-\frac12\frac{P^2}{I^2}\,j,\qquad j=\frac{dI}{dq}.$$
The force is minus this slope, which is one term of $f$.

```lean
omit [Fintype n] in
/-- If the masses stay in the plane `z = 0` for all internal coordinates, the partial derivatives
of the moments of inertia satisfy `J_c = J_a + J_b`. -/
theorem planar_inertia_derivatives (m : ι → ℝ) (r : (n → ℝ) → ι → Fin 3 → ℝ)
    (hz : ∀ q i, r q i 2 = 0) (q₀ : n → ℝ) (J : Fin 3 → n → ℝ)
    (hJ : ∀ s k, HasDerivAt (fun x => inertia m (r (Function.update q₀ k x)) s)
      (J s k) (q₀ k)) :
    J 2 = J 0 + J 1 := by
  funext k
  refine (hJ 2 k).unique ?_
  -- the perpendicular-axis theorem at every geometry
  have e : (fun x => inertia m (r (Function.update q₀ k x)) 2) = fun x =>
      inertia m (r (Function.update q₀ k x)) 0 + inertia m (r (Function.update q₀ k x)) 1 := by
    funext x
    unfold inertia
    rw [← Finset.sum_add_distrib]
    refine Finset.sum_congr rfl fun i _ => ?_
    simp only [Fin.sum_univ_three, hz]
    ring
  rw [e]
  exact (hJ 0 k).fun_add (hJ 1 k)
```

The hypothesis `hz` keeps every mass at $z=0$ for all values of the internal coordinates. Then
$$I_a=\sum_i m_iy_i^2,\quad I_b=\sum_i m_ix_i^2,\quad I_c=\sum_i m_i(x_i^2+y_i^2)=I_a+I_b .$$
Differentiating with respect to coordinate $k$ gives $J_c=J_a+J_b$. In Lean, `Function.update q₀ k x` varies that one coordinate, `e` is the perpendicular-axis identity, and `unique` says that a function has only one derivative at a point.

The theorem therefore treats in-plane coordinates. For an out-of-plane coordinate, $I_a+I_b-I_c=2\sum_i m_iz_i^2$ has zero slope at a planar reference geometry, so the same relation is expected there.

## The distortion energy as a quartic form

```lean
omit [DecidableEq n] in
/-- The bilinear form of a real positive definite matrix is symmetric. -/
theorem form_comm {G : Matrix n n ℝ} (hG : G.PosDef) (u v : n → ℝ) :
    u ⬝ᵥ G *ᵥ v = v ⬝ᵥ G *ᵥ u := by
  have hT : Gᵀ = G := by
    rw [← Matrix.conjTranspose_eq_transpose_of_trivial]
    exact hG.isHermitian
  rw [Matrix.dotProduct_mulVec u G v, ← Matrix.mulVec_transpose, hT, dotProduct_comm]
```

`PosDef` includes symmetry, so $u^TGv=v^TGu$.

```lean
omit [DecidableEq n] in
/-- The quadratic form of a real positive definite matrix is non-negative. -/
theorem form_nonneg {G : Matrix n n ℝ} (hG : G.PosDef) (u : n → ℝ) :
    0 ≤ u ⬝ᵥ G *ᵥ u := by
  have h := hG.posSemidef.dotProduct_mulVec_nonneg u
  simpa only [star_trivial] using h
```

Positive definiteness also gives $u^TGu\ge0$.

```lean
/-- For positive definite force constants, the least distortion energy at angular momentum `P` is
the quartic form `(1/4) ∑ tau_sstt P_s² P_t²`. -/
theorem isLeast_distortionEnergy {F : Matrix n n ℝ} (hF : F.PosDef) (R : Fin 3 → ℝ)
    (J : Fin 3 → n → ℝ) (P : Fin 3 → ℝ) :
    IsLeast (Set.range (distortionEnergy F R J P))
      (1 / 4 * ∑ s, ∑ t, tau F R J s t * P s ^ 2 * P t ^ 2) := by
  have hx : ∀ f : n → ℝ, F *ᵥ (F⁻¹ *ᵥ f) = f := fun f => by
    rw [Matrix.mulVec_mulVec, Matrix.mul_nonsing_inv _ hF.det_pos.ne'.isUnit,
      Matrix.one_mulVec]
  have hE : 1 / 4 * ∑ s, ∑ t, tau F R J s t * P s ^ 2 * P t ^ 2 =
      -(1 / 2) * (centrifugalForce R J P ⬝ᵥ F⁻¹ *ᵥ centrifugalForce R J P) := by
    simp only [centrifugalForce, tau, Fin.sum_univ_three, Matrix.mulVec_add, Matrix.mulVec_smul,
      dotProduct_add, add_dotProduct, smul_dotProduct, dotProduct_smul, smul_eq_mul]
    ring
  rw [hE]
  refine ⟨⟨F⁻¹ *ᵥ centrifugalForce R J P, ?_⟩, ?_⟩
  · unfold distortionEnergy
    rw [hx, dotProduct_comm (F⁻¹ *ᵥ centrifugalForce R J P) (centrifugalForce R J P)]
    ring
  · rintro _ ⟨q, rfl⟩
    unfold distortionEnergy
    generalize centrifugalForce R J P = f
    -- complete the square around the equilibrium displacement
    have h := form_nonneg hF (q - F⁻¹ *ᵥ f)
    have hc := form_comm hF (F⁻¹ *ᵥ f) q
    rw [hx] at hc
    simp only [Matrix.mulVec_sub, sub_dotProduct, dotProduct_sub, hx] at h
    have h1 := dotProduct_comm q f
    have h2 := dotProduct_comm (F⁻¹ *ᵥ f) f
    linarith
```

`IsLeast` says that the stated value is attained and that no displacement gives a lower one. By hand, complete the square:
$$E(q)=\tfrac12(q-F^{-1}f)^TF(q-F^{-1}f)-\tfrac12f^TF^{-1}f .$$
The minimum lies at $q=F^{-1}f$. Inserting $f$ gives
$$-\tfrac12f^TF^{-1}f=-\tfrac18\sum_{s,t}R_s^2R_t^2P_s^2P_t^2\,J_s^TF^{-1}J_t=\tfrac14\sum_{s,t}\tau_{sstt}P_s^2P_t^2 .$$
In the proof, `hE` is this last calculation, `hx` is $FF^{-1}f=f$, and `h` is the non-negative square. Within this classical harmonic model, the result is the contribution of the constants $\tau_{sstt}$ to the quartic correction to the rotational energy.

## Sign and size of the constants

```lean
/-- For positive definite force constants, `tau_sstt = tau_ttss`. -/
theorem tau_comm {F : Matrix n n ℝ} (hF : F.PosDef) (R : Fin 3 → ℝ) (J : Fin 3 → n → ℝ)
    (s t : Fin 3) : tau F R J s t = tau F R J t s := by
  unfold tau
  rw [form_comm hF.inv (J s) (J t)]
  ring
```

The inverse of a positive definite matrix is positive definite, hence symmetric, and so $\tau_{sstt}=\tau_{ttss}$.

```lean
/-- For positive definite force constants, `tau_ssss ≤ 0` and
`tau_sstt² ≤ tau_ssss tau_tttt`. -/
theorem tau_bounds {F : Matrix n n ℝ} (hF : F.PosDef) (R : Fin 3 → ℝ) (J : Fin 3 → n → ℝ)
    (s t : Fin 3) :
    tau F R J s s ≤ 0 ∧ tau F R J s t ^ 2 ≤ tau F R J s s * tau F R J t t := by
  have hG := hF.inv
  constructor
  · have h := mul_nonneg (by positivity : 0 ≤ 1 / 2 * R s ^ 2 * R s ^ 2) (form_nonneg hG (J s))
    unfold tau
    linarith
  · -- Cauchy-Schwarz inequality for the inverse force constants
    have key : (J s ⬝ᵥ F⁻¹ *ᵥ J t) ^ 2 ≤ (J s ⬝ᵥ F⁻¹ *ᵥ J s) * (J t ⬝ᵥ F⁻¹ *ᵥ J t) := by
      by_cases ht : J t = 0
      · simp [ht]
      have pos : 0 < J t ⬝ᵥ F⁻¹ *ᵥ J t := by
        have h := hG.dotProduct_mulVec_pos ht
        simpa only [star_trivial] using h
      have h := form_nonneg hG
        ((J t ⬝ᵥ F⁻¹ *ᵥ J t) • J s - (J s ⬝ᵥ F⁻¹ *ᵥ J t) • J t)
      have hc := form_comm hG (J t) (J s)
      simp only [Matrix.mulVec_sub, Matrix.mulVec_smul, sub_dotProduct, dotProduct_sub,
        smul_dotProduct, dotProduct_smul, smul_eq_mul, hc] at h
      have h' : 0 ≤ (J t ⬝ᵥ F⁻¹ *ᵥ J t) *
          ((J s ⬝ᵥ F⁻¹ *ᵥ J s) * (J t ⬝ᵥ F⁻¹ *ᵥ J t) - (J s ⬝ᵥ F⁻¹ *ᵥ J t) ^ 2) := by
        linear_combination h
      exact sub_nonneg.1 ((mul_nonneg_iff_of_pos_left pos).1 h')
    have h := mul_le_mul_of_nonneg_left key
      (by positivity : 0 ≤ 1 / 4 * R s ^ 4 * R t ^ 4)
    unfold tau
    linear_combination h
```

The first bound is immediate: $\tau_{ssss}=-\tfrac12R_s^4\,J_s^TF^{-1}J_s\le0$.

For the second, put $\alpha=J_s^TF^{-1}J_s$, $\beta=J_s^TF^{-1}J_t$ and $\gamma=J_t^TF^{-1}J_t$. If $J_t=0$, both sides vanish. Otherwise $\gamma>0$, and the quadratic form of $F^{-1}$ at $\gamma J_s-\beta J_t$ gives
$$0\le\gamma^2\alpha-2\gamma\beta^2+\beta^2\gamma=\gamma(\alpha\gamma-\beta^2).$$
Hence $\beta^2\le\alpha\gamma$, which is `key`. Multiplying by $\tfrac14R_s^4R_t^4$ gives $\tau_{sstt}^2\le\tau_{ssss}\tau_{tttt}$. Planarity plays no part here.

## Planarity and the three relations

```lean
/-- For positive definite force constants and non-zero rotational constants, the inertia
derivatives obey `J_c = J_a + J_b` exactly when the three planar relations for `tau_aacc`,
`tau_bbcc` and `tau_cccc` hold. -/
theorem planar_iff_tau_relations {F : Matrix n n ℝ} (hF : F.PosDef) {R : Fin 3 → ℝ}
    (hR : ∀ s, R s ≠ 0) (J : Fin 3 → n → ℝ) :
    J 2 = J 0 + J 1 ↔
      tau F R J 0 2 = (R 2 / R 0) ^ 2 * tau F R J 0 0 + (R 2 / R 1) ^ 2 * tau F R J 0 1 ∧
      tau F R J 1 2 = (R 2 / R 0) ^ 2 * tau F R J 0 1 + (R 2 / R 1) ^ 2 * tau F R J 1 1 ∧
      tau F R J 2 2 = (R 2 / R 0) ^ 2 * tau F R J 0 2 + (R 2 / R 1) ^ 2 * tau F R J 1 2 := by
  have k0 : (R 2 / R 0) ^ 2 * R 0 ^ 2 = R 2 ^ 2 := by
    rw [← mul_pow, div_mul_cancel₀ _ (hR 0)]
  have k1 : (R 2 / R 1) ^ 2 * R 1 ^ 2 = R 2 ^ 2 := by
    rw [← mul_pow, div_mul_cancel₀ _ (hR 1)]
  -- the defect of each relation is a linear function of the planarity defect `J 2 - (J 0 + J 1)`
  have defect : ∀ s, tau F R J s 2 -
      ((R 2 / R 0) ^ 2 * tau F R J s 0 + (R 2 / R 1) ^ 2 * tau F R J s 1) =
      -(1 / 2) * R s ^ 2 * R 2 ^ 2 * (J s ⬝ᵥ F⁻¹ *ᵥ (J 2 - (J 0 + J 1))) := fun s => by
    simp only [tau, Matrix.mulVec_sub, Matrix.mulVec_add, dotProduct_sub, dotProduct_add]
    linear_combination (1 / 2 * R s ^ 2 * (J s ⬝ᵥ F⁻¹ *ᵥ J 0)) * k0 +
      (1 / 2 * R s ^ 2 * (J s ⬝ᵥ F⁻¹ *ᵥ J 1)) * k1
  have c01 := tau_comm hF R J 0 1
  have c02 := tau_comm hF R J 0 2
  have c12 := tau_comm hF R J 1 2
  constructor
  · intro h
    have r : ∀ s, tau F R J s 2 =
        (R 2 / R 0) ^ 2 * tau F R J s 0 + (R 2 / R 1) ^ 2 * tau F R J s 1 := fun s => by
      have d := defect s
      rw [sub_eq_zero.2 h, Matrix.mulVec_zero, dotProduct_zero, mul_zero] at d
      exact sub_eq_zero.1 d
    refine ⟨r 0, ?_, ?_⟩
    · rw [c01]
      exact r 1
    · rw [c02, c12]
      exact r 2
  · rintro ⟨h0, h1, h2⟩
    rw [c01] at h1
    rw [c02, c12] at h2
    have z : ∀ s, tau F R J s 2 =
        (R 2 / R 0) ^ 2 * tau F R J s 0 + (R 2 / R 1) ^ 2 * tau F R J s 1 →
        J s ⬝ᵥ F⁻¹ *ᵥ (J 2 - (J 0 + J 1)) = 0 := fun s h => by
      have d := defect s
      rw [sub_eq_zero.2 h] at d
      have hne : -(1 / 2) * R s ^ 2 * R 2 ^ 2 ≠ 0 :=
        mul_ne_zero (mul_ne_zero (by norm_num) (pow_ne_zero 2 (hR s))) (pow_ne_zero 2 (hR 2))
      exact (mul_eq_zero.1 d.symm).resolve_left hne
    -- the planarity defect has zero length in the metric of the inverse force constants
    by_contra hJ
    have pos := hF.inv.dotProduct_mulVec_pos (sub_ne_zero.2 hJ)
    rw [star_trivial, sub_dotProduct, add_dotProduct, z 0 h0, z 1 h1, z 2 h2] at pos
    norm_num at pos
```

For non-zero rotational constants, $J_c=J_a+J_b$ is equivalent to these three equations together:
$$\begin{aligned}
\tau_{aacc}&=(C/A)^2\tau_{aaaa}+(C/B)^2\tau_{aabb},\\
\tau_{bbcc}&=(C/A)^2\tau_{aabb}+(C/B)^2\tau_{bbbb},\\
\tau_{cccc}&=(C/A)^2\tau_{aacc}+(C/B)^2\tau_{bbcc}.
\end{aligned}$$

Let $d=J_c-J_a-J_b$. Since $C/A=R_2/R_0$ and $C/B=R_2/R_1$, we have $(C/A)^2R_0^2=(C/B)^2R_1^2=R_2^2$, and the left side minus the right side of the relation for axis $s$ is
$$-\tfrac12R_s^2R_2^2\,J_s^TF^{-1}d .$$
This is `defect`. If $d=0$, all three relations follow.

Conversely, the three relations give $J_s^TF^{-1}d=0$ for $s=a,b,c$, because the prefactor is non-zero; this is `z`. Then
$$d^TF^{-1}d=J_c^TF^{-1}d-J_a^TF^{-1}d-J_b^TF^{-1}d=0,$$
and positive definiteness forces $d=0$. Lean argues by contradiction: a non-zero $d$ would make this number positive. The converse recovers a relation between derivatives, which is less than a planar geometry.

```lean
/-- If `J_c = J_a + J_b`, with positive definite force constants and non-zero rotational constants,
`tau_cccc` follows from `tau_aaaa`, `tau_aabb`, `tau_bbbb` and the ratios of the rotational
constants. -/
theorem tau_cccc_of_planar {F : Matrix n n ℝ} (hF : F.PosDef) {R : Fin 3 → ℝ}
    (hR : ∀ s, R s ≠ 0) {J : Fin 3 → n → ℝ} (hJ : J 2 = J 0 + J 1) :
    tau F R J 2 2 = (R 2 / R 0) ^ 4 * tau F R J 0 0 +
      2 * (R 2 / R 0) ^ 2 * (R 2 / R 1) ^ 2 * tau F R J 0 1 +
      (R 2 / R 1) ^ 4 * tau F R J 1 1 := by
  obtain ⟨h0, h1, h2⟩ := (planar_iff_tau_relations hF hR J).1 hJ
  rw [h2, h0, h1]
  ring

end

end PlanarCentrifugalDistortion
```

Substituting the first two relations into the third gives
$$\tau_{cccc}=\left(\frac CA\right)^4\tau_{aaaa}+2\left(\frac CA\right)^2\left(\frac CB\right)^2\tau_{aabb}+\left(\frac CB\right)^4\tau_{bbbb}.$$

Take moments of inertia in the ratio $I_a:I_b:I_c=1:2:3$, so that $C/A=1/3$ and $C/B=2/3$. After the two linear solves, the remaining constants are
$$\tau_{aacc}=\frac{\tau_{aaaa}+4\tau_{aabb}}9,\qquad \tau_{bbcc}=\frac{\tau_{aabb}+4\tau_{bbbb}}9,$$
$$\tau_{cccc}=\frac{\tau_{aaaa}+8\tau_{aabb}+16\tau_{bbbb}}{81}.$$
Constants fitted to a measured spectrum also contain vibrational effects, so they satisfy these harmonic relations only approximately.

```lean
#print axioms PlanarCentrifugalDistortion.isLeast_distortionEnergy
#print axioms PlanarCentrifugalDistortion.tau_bounds
#print axioms PlanarCentrifugalDistortion.planar_iff_tau_relations
#print axioms PlanarCentrifugalDistortion.tau_cccc_of_planar
```

```
'PlanarCentrifugalDistortion.isLeast_distortionEnergy' depends on axioms: [propext, Classical.choice, Quot.sound]
'PlanarCentrifugalDistortion.tau_bounds' depends on axioms: [propext, Classical.choice, Quot.sound]
'PlanarCentrifugalDistortion.planar_iff_tau_relations' depends on axioms: [propext, Classical.choice, Quot.sound]
'PlanarCentrifugalDistortion.tau_cccc_of_planar' depends on axioms: [propext, Classical.choice, Quot.sound]
```
